# In a two-electron Heitler–London state with disjoint orbitals, the full hole sits on one atom and the closed-shell exchange hole on both

Q: Your comparison depends on what you call the exchange hole. Did you simply define it as minus half the density?

A: No. A single function, `hole`, accepts any real two-electron spatial wavefunction. Applied to the Heitler–London state it gives the full hole; applied to a closed-shell state of the same density it gives the exchange hole. The closed-shell state stands for the non-interacting Kohn–Sham reference, with both electrons in the orbital \(\sqrt{n/2}\). That identification is an input.

Q: And space is a finite grid?

A: Yes, the finite type `ι`, with unit weight per point.

In Lean 4 with Mathlib:

```lean
import Mathlib

open Finset

namespace StretchedBondHole

noncomputable section

variable {ι : Type*} [Fintype ι]
```

A: For a singlet with real, symmetric, normalised \(\psi(r,s)\), the density is
\[ n(r)=2\sum_s\psi(r,s)^2 . \]

```lean
/-- The electron density of a two-electron singlet with real, exchange-symmetric spatial
wavefunction `ψ` on a finite grid. -/
def density (ψ : ι → ι → ℝ) (r : ι) : ℝ := 2 * ∑ s, ψ r s ^ 2
```

A: With one electron at \(r\), the other has density \(2\psi(r,s)^2/n(r)\) at \(s\). Subtracting \(n(s)\) gives the hole.

```lean
/-- The hole around a reference electron at `r`: the conditional density of the other electron
minus the density. It is meant for points `r` where the density does not vanish. -/
def hole (ψ : ι → ι → ℝ) (r s : ι) : ℝ :=
  2 * ψ r s ^ 2 / density ψ r - density ψ s
```

Q: Where does the stretched bond enter?

A: Through real orbitals \(a\) and \(b\), each normalised, with \(a(r)b(r)=0\) at every point. This idealises large separation as exactly disjoint supports, a stronger condition than a vanishing overlap integral \(\sum_r a(r)b(r)\). An "atom" is then the support of one orbital.

```lean
/-- Two real orbitals, each normalised, whose supports on the grid are disjoint. -/
structure SeparatedOrbitals (a b : ι → ℝ) : Prop where
  norm_a : ∑ r, a r ^ 2 = 1
  norm_b : ∑ r, b r ^ 2 = 1
  disjoint : ∀ r, a r * b r = 0
```

A: The two wavefunctions are
\[ \psi(r,s)=\frac{a(r)b(s)+b(r)a(s)}{\sqrt2},\qquad \psi_{\rm cs}(r,s)=\sqrt{\tfrac{n(r)}2}\sqrt{\tfrac{n(s)}2}. \]
Both are symmetric by construction. The first is assumed, not derived as the ground state of a Hamiltonian.

```lean
/-- The Heitler-London singlet wavefunction built from the orbitals `a` and `b`. -/
def heitlerLondon (a b : ι → ℝ) (r s : ι) : ℝ :=
  (a r * b s + b r * a s) / √2

/-- The closed-shell wavefunction in which both electrons occupy the orbital `√(n/2)`,
for a nonnegative density `n`. -/
def closedShell (n : ι → ℝ) (r s : ι) : ℝ := √(n r / 2) * √(n s / 2)
```

Q: Does your hole obey the usual sum rule?

A: Yes, for every normalised \(\psi\), wherever \(n(r)\neq0\). The conditional density sums to \(n(r)/n(r)=1\) and the density to 2, so the hole sums to \(1-2=-1\). The proof establishes these two sums as `h1` and `h2`, then subtracts.

```lean
/-- Sum rule: for a normalised wavefunction, the hole around any point of nonzero density
contains exactly minus one electron. -/
theorem hole_sum_rule (ψ : ι → ι → ℝ) (hψ : ∑ r, ∑ s, ψ r s ^ 2 = 1) {r : ι}
    (hr : density ψ r ≠ 0) : ∑ s, hole ψ r s = -1 := by
  -- the conditional density holds one electron, the density holds two
  have h1 : ∑ s, 2 * ψ r s ^ 2 / density ψ r = 1 := by
    rw [← Finset.sum_div, ← Finset.mul_sum]
    exact div_self hr
  have h2 : ∑ s, density ψ s = 2 := by
    simp only [density]
    rw [← Finset.mul_sum, hψ, mul_one]
  simp only [hole]
  rw [Finset.sum_sub_distrib, h1, h2]
  norm_num
```

Q: Now the Heitler–London state. What happens to the interference term?

A: Squaring gives
\[ \psi(r,s)^2=\tfrac12\left[a(r)^2b(s)^2+b(r)^2a(s)^2\right]+a(r)b(r)\,a(s)b(s), \]
and the last term vanishes because \(a(r)b(r)=0\). The `linear_combination` step uses this equation, multiplied by \(a(s)b(s)\).

```lean
/-- For separated orbitals the interference term drops out of the squared Heitler-London
wavefunction. -/
theorem heitlerLondon_sq {a b : ι → ℝ} (h : SeparatedOrbitals a b) (r s : ι) :
    heitlerLondon a b r s ^ 2 = (a r ^ 2 * b s ^ 2 + b r ^ 2 * a s ^ 2) / 2 := by
  unfold heitlerLondon
  rw [div_pow, Real.sq_sqrt (by norm_num)]
  linear_combination (a s * b s) * h.disjoint r
```

A: Summing over \(s\), doubling and using the two normalisations gives \(n(r)=a(r)^2+b(r)^2\).

```lean
/-- For separated orbitals the Heitler-London density is the sum of the two atomic
densities. -/
theorem density_heitlerLondon {a b : ι → ℝ} (h : SeparatedOrbitals a b) (r : ι) :
    density (heitlerLondon a b) r = a r ^ 2 + b r ^ 2 := by
  simp only [density, heitlerLondon_sq h]
  rw [← Finset.sum_div, Finset.sum_add_distrib, ← Finset.mul_sum, ← Finset.mul_sum,
    h.norm_a, h.norm_b]
  ring
```

Q: Does the closed-shell state really have that same density?

A: For any \(n\ge0\), the square roots square away: \(\psi_{\rm cs}(r,s)^2=n(r)n(s)/4\).

```lean
omit [Fintype ι] in
/-- For a nonnegative density `n`, the squared closed-shell wavefunction is the product of
the densities per electron at the two points. -/
theorem closedShell_sq {n : ι → ℝ} (hn : ∀ r, 0 ≤ n r) (r s : ι) :
    closedShell n r s ^ 2 = n r / 2 * (n s / 2) := by
  have hr : 0 ≤ n r / 2 := div_nonneg (hn r) (by norm_num)
  have hs : 0 ≤ n s / 2 := div_nonneg (hn s) (by norm_num)
  rw [closedShell, mul_pow, Real.sq_sqrt hr, Real.sq_sqrt hs]
```

A: If \(n\) also sums to 2, the density of this state is \(2\cdot n(r)\cdot2/4=n(r)\).

```lean
/-- The closed-shell wavefunction built from a nonnegative two-electron density `n` has
density `n`. -/
theorem density_closedShell {n : ι → ℝ} (hn : ∀ r, 0 ≤ n r) (hN : ∑ r, n r = 2) (r : ι) :
    density (closedShell n) r = n r := by
  simp only [density, closedShell_sq hn]
  rw [← Finset.mul_sum, ← Finset.sum_div, hN]
  ring
```

A: Where \(n(r)\neq0\), its conditional density is \(n(s)/2\), so its hole is \(n(s)/2-n(s)=-n(s)/2\). The minus half is therefore computed.

```lean
/-- Exchange hole of a closed-shell pair: for a nonnegative two-electron density `n` and a
reference point where `n` is nonzero, the hole is minus half the density. -/
theorem hole_closedShell {n : ι → ℝ} (hn : ∀ r, 0 ≤ n r) (hN : ∑ r, n r = 2) {r : ι}
    (hr : n r ≠ 0) (s : ι) : hole (closedShell n) r s = -n s / 2 := by
  have key : 2 * (n r / 2 * (n s / 2)) / n r = n s / 2 := by
    rw [div_eq_iff hr]
    ring
  rw [hole, density_closedShell hn hN r, density_closedShell hn hN s, closedShell_sq hn, key]
  ring
```

Q: And the full hole?

A: Put the reference electron where \(a(r)\neq0\). Then \(b(r)=0\), and
\[ \frac{2\psi(r,s)^2}{n(r)}-n(s)=\frac{a(r)^2b(s)^2}{a(r)^2}-a(s)^2-b(s)^2=-a(s)^2 . \]
The theorem states this for every \(s\), together with the exchange hole \(-(a(s)^2+b(s)^2)/2\). Its first half follows the line above; its second checks that \(n\) is nonnegative, sums to 2 and is nonzero at \(r\), then applies the closed-shell result.

```lean
/-- For separated orbitals and a reference electron where `a` is nonzero, the full hole is
`-a(s)²`, while the exchange hole of the closed-shell state with the same density is
`-(a(s)² + b(s)²)/2`. -/
theorem stretched_bond_holes {a b : ι → ℝ} (h : SeparatedOrbitals a b) {r : ι}
    (hr : a r ≠ 0) (s : ι) :
    hole (heitlerLondon a b) r s = -a s ^ 2 ∧
    hole (closedShell (density (heitlerLondon a b))) r s = -(a s ^ 2 + b s ^ 2) / 2 := by
  constructor
  · -- the reference electron sits on atom `a`, so the other one is on atom `b`
    have hb : b r = 0 := (mul_eq_zero.mp (h.disjoint r)).resolve_left hr
    have key : 2 * ((a r ^ 2 * b s ^ 2 + 0 ^ 2 * a s ^ 2) / 2) / (a r ^ 2 + 0 ^ 2)
        = b s ^ 2 := by
      rw [div_eq_iff (by simpa using hr)]
      ring
    rw [hole, density_heitlerLondon h r, density_heitlerLondon h s, heitlerLondon_sq h,
      hb, key]
    ring
  · -- the density is an admissible two-electron density, nonzero at `r`
    have hd : density (heitlerLondon a b) = fun t => a t ^ 2 + b t ^ 2 :=
      funext (density_heitlerLondon h)
    have hN : ∑ t, (a t ^ 2 + b t ^ 2) = 2 := by
      rw [Finset.sum_add_distrib, h.norm_a, h.norm_b]
      norm_num
    have hpos : a r ^ 2 + b r ^ 2 ≠ 0 := by positivity
    rw [hd]
    exact hole_closedShell (n := fun t => a t ^ 2 + b t ^ 2)
      (fun t => by positivity) hN hpos s
```

Q: What if the electron is on the other atom?

A: The wavefunction is unchanged when \(a\) and \(b\) are swapped, so the hole becomes \(-b(s)^2\).

```lean
/-- For separated orbitals and a reference electron where `b` is nonzero, the full hole is
`-b(s)²`. -/
theorem hole_on_other_atom {a b : ι → ℝ} (h : SeparatedOrbitals a b) {r : ι}
    (hr : b r ≠ 0) (s : ι) : hole (heitlerLondon a b) r s = -b s ^ 2 := by
  have hswap : heitlerLondon a b = heitlerLondon b a := by
    funext x y
    simp only [heitlerLondon]
    ring
  have h' : SeparatedOrbitals b a :=
    ⟨h.norm_b, h.norm_a, fun x => by rw [mul_comm]; exact h.disjoint x⟩
  rw [hswap]
  exact (stretched_bond_holes h' hr s).1
```

Q: How much of each hole lies on the distant atom?

A: With the reference electron on \(a\), sum over the points where \(b(s)\neq0\). There \(a(s)=0\), so the full hole contributes 0 and the exchange hole \(-1/2\).

```lean
/-- For separated orbitals and a reference electron where `a` is nonzero, the support of `b`
carries none of the full hole but minus half an electron of the exchange hole. -/
theorem hole_charge_on_distant_atom {a b : ι → ℝ} (h : SeparatedOrbitals a b) {r : ι}
    (hr : a r ≠ 0) :
    ∑ s with b s ≠ 0, hole (heitlerLondon a b) r s = 0 ∧
    ∑ s with b s ≠ 0, hole (closedShell (density (heitlerLondon a b))) r s = -1 / 2 := by
  have ha : ∑ s with b s ≠ 0, a s ^ 2 = 0 := by
    refine Finset.sum_eq_zero fun s hs => ?_
    have h0 : a s = 0 :=
      (mul_eq_zero.mp (h.disjoint s)).resolve_right (Finset.mem_filter.mp hs).2
    rw [h0]
    norm_num
  have hne : ∀ s ∈ (Finset.univ : Finset ι), b s ^ 2 ≠ 0 → b s ≠ 0 := by
    intro s _ hs h0
    exact hs (by rw [h0]; norm_num)
  have hb : ∑ s with b s ≠ 0, b s ^ 2 = 1 := by
    rw [Finset.sum_filter_of_ne hne]
    exact h.norm_b
  constructor
  · rw [Finset.sum_congr rfl fun s _ => (stretched_bond_holes h hr s).1,
      Finset.sum_neg_distrib, ha, neg_zero]
  · rw [Finset.sum_congr rfl fun s _ => (stretched_bond_holes h hr s).2,
      ← Finset.sum_div, Finset.sum_neg_distrib, Finset.sum_add_distrib, ha, hb]
    norm_num
```

Q: What fails if the orbitals overlap?

A: Take two points, \(a=(1,0)\) and \(b=(3/5,4/5)\). The squared norm of \(\psi\) is now \(34/25\). After renormalising, the hole around the first point is \((-185/221,\,-36/221)\), not \((-1,0)\).

Q: Show me a pair that does qualify.

A: Four points suffice, with two per atom. Around the first point, the full hole is \((-9/25,-16/25,0,0)\), while the exchange hole is \((-9/50,-8/25,-9/50,-8/25)\).

```lean
/-- On four grid points, the orbitals `(3/5, 4/5, 0, 0)` and `(0, 0, 3/5, 4/5)` are normalised
and have disjoint supports. -/
theorem separatedOrbitals_witness :
    SeparatedOrbitals (![3 / 5, 4 / 5, 0, 0] : Fin 4 → ℝ) ![0, 0, 3 / 5, 4 / 5] where
  norm_a := by
    rw [Fin.sum_univ_four]
    change (3 / 5 : ℝ) ^ 2 + (4 / 5) ^ 2 + 0 ^ 2 + 0 ^ 2 = 1
    norm_num
  norm_b := by
    rw [Fin.sum_univ_four]
    change (0 : ℝ) ^ 2 + 0 ^ 2 + (3 / 5) ^ 2 + (4 / 5) ^ 2 = 1
    norm_num
  disjoint := by
    intro r
    fin_cases r <;> simp

end

end StretchedBondHole
```

```lean
#print axioms StretchedBondHole.hole_sum_rule
#print axioms StretchedBondHole.hole_closedShell
#print axioms StretchedBondHole.hole_on_other_atom
#print axioms StretchedBondHole.hole_charge_on_distant_atom
```

```
'StretchedBondHole.hole_sum_rule' depends on axioms: [propext, Classical.choice, Quot.sound]
'StretchedBondHole.hole_closedShell' depends on axioms: [propext, Classical.choice, Quot.sound]
'StretchedBondHole.hole_on_other_atom' depends on axioms: [propext, Classical.choice, Quot.sound]
'StretchedBondHole.hole_charge_on_distant_atom' depends on axioms: [propext, Classical.choice, Quot.sound]
```

Q: So what does this tell me about density functionals?

A: For the Heitler–London state with disjoint orbitals on a finite grid, it shows what the correlation part of the hole, meaning the full hole minus the closed-shell exchange hole, does: it removes the half electron of exchange hole from the distant atom and puts it on the near one. It concerns the hole of the given wavefunction, not an average over coupling strengths, and it gives no energies.
